# The distance beyond which an electron on the axis between two nuclei is classically trapped at its localized level

Take two fixed protons a distance $R$ apart, in atomic units: at the midpoint an electron has the potential energy $-2/R-2/R=-4/R$, while an electron bound to one proton with ionization energy $I$, and attracted by the other proton, has, at large $R$, approximately the energy $-I-1/R$. For $R>3/I$ the second value is below the first, so a classical electron that moves on the axis between the protons with this energy cannot pass the midpoint.

```lean
import Mathlib

open Set

namespace StretchedMolecularIon

noncomputable section

/-- Potential energy of an electron on the axis between a nucleus of charge `a` at `R/2` and
a nucleus of charge `b` at `-R/2`, in atomic units; the domain is `|x| < R/2`. -/
def potential (a b R x : ℝ) : ℝ := -a / (R / 2 - x) - b / (R / 2 + x)

/-- Position of the top of the inner barrier, for positive charges `a` and `b` and `R > 0`. -/
def barrierPosition (a b R : ℝ) : ℝ := R / 2 * (√b - √a) / (√a + √b)

/-- Height of the inner barrier, for positive charges and `R > 0`. -/
def barrierHeight (a b R : ℝ) : ℝ := -(√a + √b) ^ 2 / R

/-- Model energy of an electron localized on one nucleus with ionization energy `I`, lowered by the
attraction of the other nucleus, of charge `a`, at distance `R > 0`. -/
def localizedLevel (a R I : ℝ) : ℝ := -I - a / R

/-- For positive charges and `R > 0` the top of the barrier lies strictly between the nuclei. -/
theorem abs_barrierPosition_lt {a b R : ℝ} (ha : 0 < a) (hb : 0 < b) (hR : 0 < R) :
    |barrierPosition a b R| < R / 2 := by
  have hp := Real.sqrt_pos.mpr ha
  have hq := Real.sqrt_pos.mpr hb
  have hs : 0 < √a + √b := add_pos hp hq
  rw [abs_lt]
  constructor
  · rw [barrierPosition, lt_div_iff₀ hs]
    nlinarith [mul_pos hR hp, mul_pos hR hq]
  · rw [barrierPosition, div_lt_iff₀ hs]
    nlinarith [mul_pos hR hp, mul_pos hR hq]

/-- Between two nuclei of positive charge, the depth of the potential below the barrier height
is a perfect square divided by the product of `R` and the distances to the two nuclei. -/
theorem barrierHeight_sub_potential {a b R x : ℝ} (ha : 0 < a) (hb : 0 < b)
    (hx : |x| < R / 2) :
    barrierHeight a b R - potential a b R x =
      (√a * (R / 2 + x) - √b * (R / 2 - x)) ^ 2 / (R * ((R / 2 - x) * (R / 2 + x))) := by
  obtain ⟨h1, h2⟩ := abs_lt.mp hx
  -- the identity in terms of the distances u and v to the two nuclei
  have key : ∀ p q u v : ℝ, 0 < u → 0 < v →
      -(p + q) ^ 2 / (u + v) - (-p ^ 2 / u - q ^ 2 / v) =
        (p * v - q * u) ^ 2 / ((u + v) * (u * v)) := by
    intro p q u v hu hv
    have huv : u + v ≠ 0 := (add_pos hu hv).ne'
    field_simp
    ring
  have h := key (√a) (√b) (R / 2 - x) (R / 2 + x) (by linarith) (by linarith)
  rw [Real.sq_sqrt ha.le, Real.sq_sqrt hb.le,
    show R / 2 - x + (R / 2 + x) = R by ring] at h
  exact h

/-- Between two nuclei of positive charge the potential never exceeds the barrier height, and
it attains this height at the barrier position only. -/
theorem potential_unique_max {a b R x : ℝ} (ha : 0 < a) (hb : 0 < b) (hx : |x| < R / 2) :
    potential a b R x ≤ barrierHeight a b R ∧
      (potential a b R x = barrierHeight a b R ↔ x = barrierPosition a b R) := by
  have h := barrierHeight_sub_potential ha hb hx
  obtain ⟨h1, h2⟩ := abs_lt.mp hx
  have hs : 0 < √a + √b := add_pos (Real.sqrt_pos.mpr ha) (Real.sqrt_pos.mpr hb)
  have hden : 0 < R * ((R / 2 - x) * (R / 2 + x)) :=
    mul_pos (by linarith) (mul_pos (by linarith) (by linarith))
  refine ⟨?_, ?_, ?_⟩
  · have h0 := div_nonneg (sq_nonneg (√a * (R / 2 + x) - √b * (R / 2 - x))) hden.le
    linarith
  · -- at the maximum the square vanishes, which fixes x
    intro he
    rw [he, sub_self] at h
    have hsq := (div_eq_zero_iff.mp h.symm).resolve_right hden.ne'
    have h0 := (pow_eq_zero_iff two_ne_zero).mp hsq
    rw [barrierPosition, eq_div_iff hs.ne']
    linear_combination h0
  · intro he
    rw [barrierPosition, eq_div_iff hs.ne'] at he
    have h0 : √a * (R / 2 + x) - √b * (R / 2 - x) = 0 := by linear_combination he
    rw [h0, zero_pow two_ne_zero, zero_div] at h
    linarith

/-- For positive charges, distance and ionization energy, the level localized on the nucleus of
charge `b` is at or above the inner barrier exactly when `R ≤ (b + 2√(ab)) / I`. -/
theorem barrierHeight_le_level_iff {a b R I : ℝ} (ha : 0 < a) (hb : 0 < b) (hR : 0 < R)
    (hI : 0 < I) :
    barrierHeight a b R ≤ localizedLevel a R I ↔ R ≤ (b + 2 * √(a * b)) / I := by
  rw [le_div_iff₀ hI, Real.sqrt_mul ha.le]
  have hsq : (√a + √b) ^ 2 = a + b + 2 * (√a * √b) := by
    linear_combination Real.sq_sqrt ha.le + Real.sq_sqrt hb.le
  have hc : R * I / R = I := mul_div_cancel_left₀ I hR.ne'
  -- height of the level above the barrier
  have e : localizedLevel a R I - barrierHeight a b R =
      (b + 2 * (√a * √b) - R * I) / R := by
    unfold localizedLevel barrierHeight
    rw [hsq]
    linear_combination hc
  have h1 : barrierHeight a b R ≤ localizedLevel a R I ↔
      0 ≤ (b + 2 * (√a * √b) - R * I) / R := by
    rw [← e, sub_nonneg]
  rw [h1, le_div_iff₀ hR, zero_mul, sub_nonneg]

/-- For positive charges, distance and ionization energy, the whole segment between the nuclei
is classically allowed at the localized level exactly when `R ≤ (b + 2√(ab)) / I`. -/
theorem segment_allowed_iff {a b R I : ℝ} (ha : 0 < a) (hb : 0 < b) (hR : 0 < R)
    (hI : 0 < I) :
    (∀ x, |x| < R / 2 → potential a b R x ≤ localizedLevel a R I) ↔
      R ≤ (b + 2 * √(a * b)) / I := by
  rw [← barrierHeight_le_level_iff ha hb hR hI]
  have hm := abs_barrierPosition_lt ha hb hR
  constructor
  · intro h
    rw [← (potential_unique_max ha hb hm).2.mpr rfl]
    exact h _ hm
  · intro h x hx
    exact (potential_unique_max ha hb hx).1.trans h

/-- Let the charges, `R` and `I` be positive and `R > (b + 2√(ab)) / I`. An electron that moves
between the nuclei with conserved energy equal to the localized level, and starts on the side of
the nucleus of charge `b`, stays on that side of the barrier. -/
theorem electron_trapped {a b R I t₀ t₁ : ℝ} {x v : ℝ → ℝ} (ha : 0 < a) (hb : 0 < b)
    (hR : 0 < R) (hI : 0 < I) (hfar : (b + 2 * √(a * b)) / I < R)
    (hx : ∀ t ∈ Icc t₀ t₁, |x t| < R / 2)
    (hv : ∀ t ∈ Icc t₀ t₁, HasDerivWithinAt x (v t) (Icc t₀ t₁) t)
    (hE : ∀ t ∈ Icc t₀ t₁, v t ^ 2 / 2 + potential a b R (x t) = localizedLevel a R I)
    (hstart : x t₀ < barrierPosition a b R) :
    ∀ t ∈ Icc t₀ t₁, x t < barrierPosition a b R := by
  intro t ht
  by_contra hcross
  have hcont : ContinuousOn x (Icc t₀ t) := fun s hs =>
    (hv s ⟨hs.1, hs.2.trans ht.2⟩).continuousWithinAt.mono (Icc_subset_Icc_right ht.2)
  -- a crossing would pass through the top of the barrier at some time s
  obtain ⟨s, hs, hxs⟩ :=
    intermediate_value_Icc ht.1 hcont ⟨hstart.le, not_lt.mp hcross⟩
  have hs' : s ∈ Icc t₀ t₁ := ⟨hs.1, hs.2.trans ht.2⟩
  have htop := (potential_unique_max ha hb (hx s hs')).2.mpr hxs
  have hle : barrierHeight a b R ≤ localizedLevel a R I := by
    nlinarith [hE s hs', sq_nonneg (v s)]
  exact not_le_of_gt hfar ((barrierHeight_le_level_iff ha hb hR hI).mp hle)

/-- For two protons at distance `R > 0` and ionization energy `I > 0`, the potential between
them has the unique maximum `-4/R` at the midpoint, and the localized level `-I - 1/R` is at or
above it exactly when `R ≤ 3/I`. -/
theorem two_protons {R I : ℝ} (hR : 0 < R) (hI : 0 < I) :
    (∀ x, |x| < R / 2 → potential 1 1 R x ≤ -4 / R ∧
      (potential 1 1 R x = -4 / R ↔ x = 0)) ∧
    (-4 / R ≤ -I - 1 / R ↔ R ≤ 3 / I) := by
  have hh : barrierHeight 1 1 R = -4 / R := by
    unfold barrierHeight
    rw [Real.sqrt_one]
    norm_num
  have hp : barrierPosition 1 1 R = 0 := by simp [barrierPosition]
  constructor
  · intro x hx
    have h := potential_unique_max one_pos one_pos hx
    rw [hh, hp] at h
    exact h
  · have h := barrierHeight_le_level_iff one_pos one_pos hR hI
    rw [hh, show (1 : ℝ) + 2 * √(1 * 1) = 3 by norm_num] at h
    exact h

end

end StretchedMolecularIon
```

```lean
#print axioms StretchedMolecularIon.segment_allowed_iff
-- 'StretchedMolecularIon.segment_allowed_iff' depends on axioms: [propext, Classical.choice, Quot.sound]
#print axioms StretchedMolecularIon.electron_trapped
-- 'StretchedMolecularIon.electron_trapped' depends on axioms: [propext, Classical.choice, Quot.sound]
#print axioms StretchedMolecularIon.two_protons
-- 'StretchedMolecularIon.two_protons' depends on axioms: [propext, Classical.choice, Quot.sound]
```

## Barrier, level and critical distance for two positive charges

When a one-electron molecular ion is stretched, a potential barrier rises between its nuclei. The question is beyond which distance this barrier would shut in a classical electron, with the energy of the localized level, on one side.

A nucleus of charge $a$ sits at $x=R/2$ and a nucleus of charge $b$ at $x=-R/2$. Between them the electron has the potential energy

$$V(x)=-\frac{a}{R/2-x}-\frac{b}{R/2+x},\qquad |x|<R/2,$$

which is `potential a b R x`. For positive charges, `potential_unique_max` says that $V$ never exceeds `barrierHeight a b R` and reaches it only at `barrierPosition a b R`. In formulas, the height and the position are

$$V_{\max}=-\frac{(\sqrt a+\sqrt b)^2}{R},\qquad x_{\max}=\frac R2\,\frac{\sqrt b-\sqrt a}{\sqrt a+\sqrt b}.$$

The top lies nearer to the smaller charge, and `abs_barrierPosition_lt` places it strictly between the nuclei.

The energy of an electron localized on the nucleus of charge $b$ is `localizedLevel a R I`, that is, $E=-I-a/R$. Here $I>0$ is the ionization energy on that nucleus alone. The term $-a/R$ is the attraction of the distant nucleus, evaluated as if the electron sat exactly at its own nucleus. This formula for the level is a definition in the file and is not derived from a Schrödinger equation.

Two theorems compare the level with the barrier. By `barrierHeight_le_level_iff`, the level is at or above the top exactly when $R\le R_c$, where

$$R_c=\frac{b+2\sqrt{ab}}{I}.$$

By `segment_allowed_iff`, the same condition holds exactly when $V(x)\le E$ on the whole segment between the nuclei, so that every point there is classically allowed.

The theorem `two_protons` sets $a=b=1$, which gives the maximum $-4/R$ at $x=0$ and the critical distance $3/I$. With the hydrogen value $I=1/2$, this distance is 6 bohr.

## What counts as a moving electron

The theorem `electron_trapped` is about motion in time. The functions `x` and `v` give position and velocity on the closed time interval `Icc t₀ t₁`. The hypotheses have these meanings:

- `hx` keeps the electron strictly between the nuclei.
- `hv` says that `v` is the derivative of `x`, one-sided at the ends of the interval.
- `hE` says that $v^2/2+V(x)$ equals the localized level at every time.
- `hfar` says that $R>R_c$.
- `hstart` puts the electron on the side of charge $b$ at the start.

The conclusion is that it stays on that side throughout the interval. The interval is finite because an attracted electron may fall into a point nucleus, where the description ends.

Newton's equation does not appear. Energy conservation, which follows from it, is assumed directly, and the theorem holds for every motion that satisfies the hypotheses. The nuclei are clamped, the motion is confined to the axis, and no external field acts.

In a real ion the nuclei move and the electron is not confined to the axis, and the level is only approximately $-I-a/R$, at large $R$. The model also replaces a quantum electron by a classical particle of the same energy. A quantum electron can tunnel through the barrier, so $R_c$ does not mark an end of quantum transfer: it marks the distance beyond which the model level lies below the top of the barrier, so that a passage at this energy would be tunnelling. Within the classical model, no transfer at this energy is possible beyond $R_c$.

## The depth below the barrier is a perfect square

Write $p=\sqrt a$ and $q=\sqrt b$, and let $u=R/2-x$ and $w=R/2+x$ be the distances to the two nuclei, so that $u+w=R$. (The Lean proof calls the second distance `v`; here $v$ is kept for the velocity.) Then

$$V_{\max}-V(x)=\frac{p^2}{u}+\frac{q^2}{w}-\frac{(p+q)^2}{u+w}
=\frac{(p^2w+q^2u)(u+w)-(p+q)^2uw}{(u+w)\,uw}.$$

In the numerator the terms $p^2uw$ and $q^2uw$ cancel, and what remains is

$$p^2w^2-2pq\,uw+q^2u^2=(pw-qu)^2.$$

This is `barrierHeight_sub_potential`. Its inner statement `key` is the identity for general $p,q$ and positive distances, proved by `field_simp`, which clears the denominators, and `ring`, which compares the polynomials. The square roots are then inserted.

The denominator is positive, so $V(x)\le V_{\max}$. Equality requires $pw=qu$, that is,

$$p\left(\tfrac R2+x\right)=q\left(\tfrac R2-x\right)
\iff x\,(p+q)=\tfrac R2\,(q-p)
\iff x=x_{\max}.$$

The proof of `potential_unique_max` takes these steps in both directions, with `linear_combination` for the linear rearrangement. No derivative of $V$ is needed. That $|x_{\max}|<R/2$ follows from $|q-p|<p+q$; in Lean, the denominator is cleared and the two remaining inequalities reduce to $Rq>0$ and $Rp>0$.

## Where the level meets the top

Since $(\sqrt a+\sqrt b)^2=a+b+2\sqrt{ab}$, the terms $-a/R$ and $+a/R$ cancel in the difference, and $a$ remains only under the root

$$E-V_{\max}=-I-\frac aR+\frac{a+b+2\sqrt{ab}}{R}=\frac{b+2\sqrt{ab}-RI}{R}.$$

For $R>0$ this is non-negative exactly when $RI\le b+2\sqrt{ab}$, and division by $I>0$ gives $R\le R_c$. The equation named `e` in `barrierHeight_le_level_iff` is this difference.

It is easy to give the level the shift $-b/R$, from the electron's own nucleus, whose attraction is already contained in $I$. The threshold would then become $(a+2\sqrt{ab})/I$. For two protons both versions give $3/I$, so the symmetric case does not reveal the error.

For `segment_allowed_iff`, suppose first that the whole segment is allowed. Then the point $x_{\max}$ is allowed, and $V_{\max}\le E$. Conversely, if $V_{\max}\le E$, then $V(x)\le V_{\max}\le E$ at every point between the nuclei.

## Crossing would need a negative kinetic energy

Suppose the electron starts at $x(t_0)<x_{\max}$ and has $x(t)\ge x_{\max}$ at some later time $t$. A differentiable position is continuous, so by the intermediate value theorem there is a time $s$ between $t_0$ and $t$ with $x(s)=x_{\max}$. Energy conservation at $s$ gives

$$E=\frac{v(s)^2}{2}+V_{\max}\ge V_{\max},$$

and hence $R\le R_c$, against the assumption $R>R_c$.

The Lean proof has the same order. It assumes the crossing with `by_contra`, obtains `s` from `intermediate_value_Icc`, derives $V_{\max}\le E$ with `nlinarith` from the energy equation and $v(s)^2\ge0$, and contradicts `hfar` through the threshold theorem.

Continuity enters only through `hv`, and without that hypothesis the conclusion fails. Take $a=b=1$, $R=8$ and the hydrogen value $I=1/2$, so that $R>3/I=6$ and $E=-5/8$. Let $x(t)=-2$ for $0\le t<1/2$ and $x(t)=2$ for $1/2\le t\le1$. At both positions $V=-1/2-1/6=-2/3$, so the constant $v=1/\sqrt{12}$ gives $v^2/2+V=1/24-2/3=-5/8$ at all times. Every other hypothesis holds, yet the electron ends on the far side. Some condition that rules out such jumps is therefore needed.
